# Mean shift and splitting of [100] and [111] valleys in the linear deformation-potential model

The strain is a real $3\times3$ matrix $e$ with components $e_{ab}$ in the cubic axes, numbered $a,b=0,1,2$ as in Lean. Off-diagonal entries are tensor shears, half the engineering shears. To first order, $\operatorname{tr}e$ is the relative change of volume. Symmetry of $e$ is a separate hypothesis, made only where a result uses it.

```lean
import Mathlib

open Matrix

namespace DeformationPotentials

noncomputable section
```

A valley centred on a [100] or [111] axis with unit vector $n$ shifts in energy by $X_d\operatorname{tr}e+X_u\,n\cdot en$. The constants $X_d$ and $X_u$ are postulated material parameters: $X_d$ multiplies the volume change, and $X_u$ the stretch along the valley axis. For a direction $v\neq0$ of any length, $n=v/\sqrt{v\cdot v}$ gives

$$\Delta(v)=X_d\operatorname{tr}e+X_u\,\frac{v\cdot ev}{v\cdot v}.$$

In the code, `⬝ᵥ` is the dot product and `*ᵥ` applies a matrix to a vector.

```lean
/-- Energy shift of a valley along the nonzero direction `v` under the strain `e`, with
dilatation potential `Xd` and uniaxial potential `Xu`. -/
def valleyShift (Xd Xu : ℝ) (e : Matrix (Fin 3) (Fin 3) ℝ) (v : Fin 3 → ℝ) : ℝ :=
  Xd * e.trace + Xu * ((v ⬝ᵥ e *ᵥ v) / (v ⬝ᵥ v))
```

The model is linear in strain and leaves out strain-induced coupling between bands or valleys.

The [100] axes are the Cartesian unit vectors, written `Pi.single i 1`.

```lean
/-- The three [100] valley axes. -/
def axis100 (i : Fin 3) : Fin 3 → ℝ := Pi.single i 1
```

The [111] axes are stored as Miller directions with entries $\pm1$. Their unit vectors are $(1,1,1)/\sqrt3$, $(-1,1,1)/\sqrt3$, $(1,-1,1)/\sqrt3$ and $(1,1,-1)/\sqrt3$.

```lean
/-- The four [111] valley axes, as unnormalised directions. -/
def axis111 : Fin 4 → Fin 3 → ℝ :=
  ![![1, 1, 1], ![-1, 1, 1], ![1, -1, 1], ![1, 1, -1]]
```

## The shift of a single valley

Replacing $v$ by $cv$ with $c\neq0$ multiplies both $v\cdot ev$ and $v\cdot v$ by $c^2$, so the shift depends only on the axis. With $c=-1$, opposite valleys shift equally, and three axes therefore suffice for the six [100] valleys of silicon. The proof pulls the two factors of $c$ out of each product and cancels them one at a time.

```lean
/-- Rescaling a valley direction by a nonzero factor, including reversing it, leaves the
shift unchanged. -/
theorem valleyShift_smul (Xd Xu : ℝ) (e : Matrix (Fin 3) (Fin 3) ℝ) (v : Fin 3 → ℝ)
    {c : ℝ} (hc : c ≠ 0) : valleyShift Xd Xu e (c • v) = valleyShift Xd Xu e v := by
  simp only [valleyShift, Matrix.mulVec_smul, dotProduct_smul, smul_dotProduct, smul_eq_mul]
  rw [mul_div_mul_left _ _ hc, mul_div_mul_left _ _ hc]
```

Defining the shift for unit vectors only would remove the quotient and reduce this lemma to reversal of direction, but it would put factors of $1/\sqrt3$ into the [111] axes.

For the [100] axis $i$, $v\cdot v=1$ and $v\cdot ev=e_{ii}$, so

$$\Delta_i=X_d\operatorname{tr}e+X_u e_{ii}.$$

Simplification with the definitions proves this.

```lean
/-- A [100] valley responds to the trace of the strain and to the diagonal strain along
its own axis. -/
theorem shift100 (Xd Xu : ℝ) (e : Matrix (Fin 3) (Fin 3) ℝ) (i : Fin 3) :
    valleyShift Xd Xu e (axis100 i) = Xd * e.trace + Xu * e i i := by
  simp [valleyShift, axis100]
```

For a [111] axis, $v_a^2=1$ and $v\cdot v=3$. With $e$ symmetric,

$$v\cdot ev=\operatorname{tr}e+2\,(v_0v_1e_{01}+v_0v_2e_{02}+v_1v_2e_{12}).$$

Dividing by 3 and inserting the result in $\Delta(v)$ gives

$$\Delta(v)=\Big(X_d+\frac{X_u}{3}\Big)\operatorname{tr}e+\frac{2X_u}{3}\,(v_0v_1e_{01}+v_0v_2e_{02}+v_1v_2e_{12}).$$

The hypothesis `e.IsSymm` identifies the entries below the diagonal with those above it. The proof then treats the four axes in turn (`fin_cases`) and finishes each with `ring`.

```lean
/-- A [111] valley responds to the trace of the strain and to a signed sum of the three
shear strains. -/
theorem shift111 (Xd Xu : ℝ) {e : Matrix (Fin 3) (Fin 3) ℝ} (he : e.IsSymm) (k : Fin 4) :
    valleyShift Xd Xu e (axis111 k) = (Xd + Xu / 3) * e.trace + 2 * Xu / 3 *
      (axis111 k 0 * axis111 k 1 * e 0 1 + axis111 k 0 * axis111 k 2 * e 0 2
        + axis111 k 1 * axis111 k 2 * e 1 2) := by
  have h10 : e 1 0 = e 0 1 := he.apply 0 1
  have h20 : e 2 0 = e 0 2 := he.apply 0 2
  have h21 : e 2 1 = e 1 2 := he.apply 1 2
  fin_cases k <;>
    simp [valleyShift, axis111, dotProduct, Matrix.mulVec, Fin.sum_univ_three,
      Matrix.trace_fin_three, h10, h20, h21] <;> ring
```

## The mean over a family of valleys

Take $N\ge1$ axes $v_k$ whose projectors average to one third of the identity:

$$\sum_k\frac{v_{k,a}v_{k,b}}{v_k\cdot v_k}=\frac N3\,\delta_{ab}.$$

Expanding the quadratic form and summing over valleys first,

$$\sum_k\frac{v_k\cdot ev_k}{v_k\cdot v_k}=\sum_{a,b}e_{ab}\sum_k\frac{v_{k,a}v_{k,b}}{v_k\cdot v_k}=\frac N3\operatorname{tr}e.$$

Multiplying by $X_u$, adding $NX_d\operatorname{tr}e$ and dividing by $N$ gives the mean $(X_d+X_u/3)\operatorname{tr}e$. Symmetry of $e$ is not needed.

In Lean, the finite nonempty type `ι` labels the valleys, and `hv` is the condition on the projectors. The step `hp` expands the quadratic form, `hq` exchanges the sums with `Finset.sum_comm`, and `hs` collects the total shift.

```lean
/-- If the projectors onto a finite family of valley axes average to one third of the
identity, the mean valley shift is `(Xd + Xu/3) tr e`. -/
theorem mean_shift_of_isotropic {ι : Type*} [Fintype ι] [Nonempty ι] (Xd Xu : ℝ)
    (e : Matrix (Fin 3) (Fin 3) ℝ) (v : ι → Fin 3 → ℝ)
    (hv : ∀ a b, ∑ k, v k a * v k b / (v k ⬝ᵥ v k) =
      if a = b then (Fintype.card ι : ℝ) / 3 else 0) :
    (∑ k, valleyShift Xd Xu e (v k)) / (Fintype.card ι : ℝ) = (Xd + Xu / 3) * e.trace := by
  have hN : (Fintype.card ι : ℝ) ≠ 0 := Nat.cast_ne_zero.mpr Fintype.card_ne_zero
  -- each quadratic form is the strain contracted with the projector onto the axis
  have hp : ∀ k, (v k ⬝ᵥ e *ᵥ v k) / (v k ⬝ᵥ v k) =
      ∑ a, ∑ b, e a b * (v k a * v k b / (v k ⬝ᵥ v k)) := by
    intro k
    simp only [dotProduct, Matrix.mulVec, Fin.sum_univ_three]
    ring
  -- summing over the valleys first leaves only the trace
  have hq : ∑ k, (v k ⬝ᵥ e *ᵥ v k) / (v k ⬝ᵥ v k) =
      (Fintype.card ι : ℝ) / 3 * e.trace := by
    calc ∑ k, (v k ⬝ᵥ e *ᵥ v k) / (v k ⬝ᵥ v k)
        = ∑ k, ∑ a, ∑ b, e a b * (v k a * v k b / (v k ⬝ᵥ v k)) :=
          Finset.sum_congr rfl fun k _ => hp k
      _ = ∑ a, ∑ b, e a b * ∑ k, v k a * v k b / (v k ⬝ᵥ v k) := by
          rw [Finset.sum_comm]
          refine Finset.sum_congr rfl fun a _ => ?_
          rw [Finset.sum_comm]
          exact Finset.sum_congr rfl fun b _ => (Finset.mul_sum _ _ _).symm
      _ = (Fintype.card ι : ℝ) / 3 * e.trace := by
          simp only [hv, mul_ite, mul_zero, Finset.sum_ite_eq, Finset.mem_univ, if_true]
          rw [← Finset.sum_mul, mul_comm]
          rfl
  have hs : ∑ k, valleyShift Xd Xu e (v k) =
      (Fintype.card ι : ℝ) * (Xd * e.trace) + Xu * ((Fintype.card ι : ℝ) / 3 * e.trace) := by
    rw [← hq, Finset.mul_sum]
    simp only [valleyShift, Finset.sum_add_distrib, Finset.sum_const, Finset.card_univ,
      nsmul_eq_mul]
  rw [hs, div_eq_iff hN]
  ring
```

The six [110] axes also meet the projector condition, with unit vectors such as $(1,1,0)/\sqrt2$ and $(1,-1,0)/\sqrt2$: each diagonal entry of the summed projectors is $4\cdot\tfrac12=2=6/3$, and the off-diagonal entries cancel in pairs. This instance is worked out here by hand and has no theorem in the file. For real [110] valleys the two-constant shift is an extra assumption: the directions $[001]$ and $[1\bar10]$ perpendicular to the axis $[110]$ are not equivalent, so symmetry allows a third constant.

For the [100] family the mean follows directly from the individual shifts:

$$\frac13\sum_i\big(X_d\operatorname{tr}e+X_ue_{ii}\big)=\Big(X_d+\frac{X_u}{3}\Big)\operatorname{tr}e.$$

```lean
/-- The mean shift of the three [100] valleys is `(Xd + Xu/3) tr e`. -/
theorem mean_shift100 (Xd Xu : ℝ) (e : Matrix (Fin 3) (Fin 3) ℝ) :
    (∑ i, valleyShift Xd Xu e (axis100 i)) / 3 = (Xd + Xu / 3) * e.trace := by
  simp only [shift100, Fin.sum_univ_three, Matrix.trace_fin_three]
  ring
```

For the [111] family the signs give $\sum_k v_{k,a}v_{k,b}=4\delta_{ab}$. Division by $v_k\cdot v_k=3$ leaves $\tfrac43\delta_{ab}$, which is the projector condition with $N=4$. The proof checks the squared lengths in `hn`, then the nine components, and applies the general theorem.

```lean
/-- The mean shift of the four [111] valleys is `(Xd + Xu/3) tr e`. -/
theorem mean_shift111 (Xd Xu : ℝ) (e : Matrix (Fin 3) (Fin 3) ℝ) :
    (∑ k, valleyShift Xd Xu e (axis111 k)) / 4 = (Xd + Xu / 3) * e.trace := by
  -- every unnormalised [111] direction has squared length three
  have hn : ∀ k, axis111 k ⬝ᵥ axis111 k = 3 := by
    intro k
    fin_cases k <;> simp [axis111, dotProduct, Fin.sum_univ_three] <;> norm_num
  have h := mean_shift_of_isotropic Xd Xu e axis111 (by
    intro a b
    simp only [hn, Fin.sum_univ_four]
    fin_cases a <;> fin_cases b <;> simp [axis111] <;> norm_num)
  rw [Fintype.card_fin] at h
  exact_mod_cast h
```

In calculations on strained multivalley semiconductors, within this linear two-constant model, a traceless strain can split either family but leaves its mean energy fixed.

## Which strains leave the valleys degenerate

Each family is taken to be degenerate before strain, so it stays degenerate when all its shifts are equal. From here on $X_u\neq0$; with $X_u=0$ the valleys respond only to the volume change and never split.

Two [100] valleys differ by

$$\Delta_i-\Delta_j=X_u(e_{ii}-e_{jj}),$$

so all three shifts agree exactly when the diagonal strains agree. Shear has no effect on this criterion. The forward direction cancels $X_u$ with `mul_left_cancel₀`, and the converse substitutes the equal entries.

```lean
/-- For nonzero `Xu`, the [100] valleys stay degenerate exactly when the three diagonal
strains agree. -/
theorem degenerate100_iff (Xd : ℝ) {Xu : ℝ} (hXu : Xu ≠ 0) (e : Matrix (Fin 3) (Fin 3) ℝ) :
    (∀ i j, valleyShift Xd Xu e (axis100 i) = valleyShift Xd Xu e (axis100 j)) ↔
      ∀ i j, e i i = e j j := by
  simp only [shift100]
  constructor
  · intro h i j
    exact mul_left_cancel₀ hXu (by linarith [h i j])
  · intro h i j
    rw [h i j]
```

For the [111] valleys, numbered $k=0,\dots,3$ in the order listed, write $\Delta_k$ for the shift of valley $k$. If $e$ is symmetric, then

$$\begin{aligned}
\Delta_0-\Delta_1&=\tfrac{4X_u}{3}(e_{01}+e_{02}),\\
\Delta_0-\Delta_2&=\tfrac{4X_u}{3}(e_{01}+e_{12}),\\
\Delta_0-\Delta_3&=\tfrac{4X_u}{3}(e_{02}+e_{12}).
\end{aligned}$$

The first two differences minus the third give $\tfrac{8X_u}{3}e_{01}$, and the other two shears are isolated in the same way. If all differences vanish, every shear vanishes. Conversely, without shear each shift equals $(X_d+X_u/3)\operatorname{tr}e$.

The predicate `e.IsDiag` says that all off-diagonal entries are zero; the diagonal ones may differ. In the proof, `h1`, `h2` and `h3` are the three equalities of shifts, and the factor `3 / 8` in `linear_combination` inverts the $8/3$ above.

```lean
/-- For nonzero `Xu` and symmetric strain, the [111] valleys stay degenerate exactly when
the strain is diagonal in the cubic axes. -/
theorem degenerate111_iff (Xd : ℝ) {Xu : ℝ} (hXu : Xu ≠ 0)
    {e : Matrix (Fin 3) (Fin 3) ℝ} (he : e.IsSymm) :
    (∀ k l, valleyShift Xd Xu e (axis111 k) = valleyShift Xd Xu e (axis111 l)) ↔
      e.IsDiag := by
  simp only [shift111 Xd Xu he]
  constructor
  · intro h
    have h1 := h 0 1
    have h2 := h 0 2
    have h3 := h 0 3
    simp only [axis111, Matrix.cons_val_zero, Matrix.cons_val_one, Matrix.cons_val] at h1 h2 h3
    -- combinations of the three splittings isolate each shear
    have z01 : e 0 1 = 0 := (mul_eq_zero.mp (show Xu * e 0 1 = 0 by
      linear_combination (3 / 8) * (h1 + h2 - h3))).resolve_left hXu
    have z02 : e 0 2 = 0 := (mul_eq_zero.mp (show Xu * e 0 2 = 0 by
      linear_combination (3 / 8) * (h1 + h3 - h2))).resolve_left hXu
    have z12 : e 1 2 = 0 := (mul_eq_zero.mp (show Xu * e 1 2 = 0 by
      linear_combination (3 / 8) * (h2 + h3 - h1))).resolve_left hXu
    have z10 : e 1 0 = 0 := (he.apply 0 1).trans z01
    have z20 : e 2 0 = 0 := (he.apply 0 2).trans z02
    have z21 : e 2 1 = 0 := (he.apply 1 2).trans z12
    intro i j hij
    fin_cases i <;> fin_cases j <;> simp [z01, z02, z12, z10, z20, z21] at hij ⊢
  · intro hd k l
    have z01 : e 0 1 = 0 := hd (by decide)
    have z02 : e 0 2 = 0 := hd (by decide)
    have z12 : e 1 2 = 0 := hd (by decide)
    simp only [z01, z02, z12, mul_zero, add_zero]
```

If both families stay degenerate, $e$ is diagonal with equal diagonal entries. Each entry is then $\operatorname{tr}e/3$, so

$$e=\frac{\operatorname{tr}e}{3}\,\mathbb 1,$$

which is a hydrostatic strain, with $e=0$ included. Conversely, such a strain meets both criteria. The proof rewrites with the two previous theorems and compares entries, on and off the diagonal.

The statement concerns degeneracy within each family, not between the two. It uses one pair $X_d,X_u$ for both, whereas in a real material the [100] and [111] valleys have their own constants. The two separate criteria apply to each family with its own nonzero $X_u$.

```lean
/-- For nonzero `Xu` and symmetric strain, the [100] valleys and the [111] valleys both stay
degenerate among themselves exactly when the strain is hydrostatic. -/
theorem degenerate_both_iff_hydrostatic (Xd : ℝ) {Xu : ℝ} (hXu : Xu ≠ 0)
    {e : Matrix (Fin 3) (Fin 3) ℝ} (he : e.IsSymm) :
    ((∀ i j, valleyShift Xd Xu e (axis100 i) = valleyShift Xd Xu e (axis100 j)) ∧
      (∀ k l, valleyShift Xd Xu e (axis111 k) = valleyShift Xd Xu e (axis111 l))) ↔
      e = (e.trace / 3) • (1 : Matrix (Fin 3) (Fin 3) ℝ) := by
  rw [degenerate100_iff Xd hXu e, degenerate111_iff Xd hXu he]
  constructor
  · rintro ⟨hd, ho⟩
    ext i j
    rw [Matrix.smul_apply, smul_eq_mul]
    by_cases hij : i = j
    · subst hij
      rw [Matrix.one_apply_eq, Matrix.trace_fin_three]
      linarith [hd 0 i, hd 1 i, hd 2 i]
    · rw [Matrix.one_apply_ne hij, mul_zero]
      exact ho hij
  · intro h
    constructor
    · intro i j
      rw [h]
      simp
    · intro i j hij
      rw [h, Matrix.smul_apply, Matrix.one_apply_ne hij, smul_zero]

end

end DeformationPotentials
```

```lean
#print axioms DeformationPotentials.valleyShift_smul
#print axioms DeformationPotentials.mean_shift100
#print axioms DeformationPotentials.mean_shift111
#print axioms DeformationPotentials.degenerate_both_iff_hydrostatic
```

```
'DeformationPotentials.valleyShift_smul' depends on axioms: [propext, Classical.choice, Quot.sound]
'DeformationPotentials.mean_shift100' depends on axioms: [propext, Classical.choice, Quot.sound]
'DeformationPotentials.mean_shift111' depends on axioms: [propext, Classical.choice, Quot.sound]
'DeformationPotentials.degenerate_both_iff_hydrostatic' depends on axioms: [propext, Classical.choice, Quot.sound]
```
